# Bounds on the charge relaxation resistance for a nonzero positive semidefinite time-delay matrix

## Delay times, units and the claim

Consider a coherent conductor connected to one reservoir by \(N\) scattering channels, with spin states counted as separate channels. Its scattering matrix \(S(E)\) is unitary, and its time-delay matrix is

\[
Q=-i\hbar\,S^\dagger\frac{dS}{dE}.
\]

Unitarity makes \(Q\) Hermitian. Its eigenvalues \(\tau_i\) are the proper delay times. We write

\[
T=\operatorname{Tr}Q=\sum_i\tau_i,\qquad
R=\frac{\operatorname{Tr}(Q^2)}{2(\operatorname{Tr}Q)^2},
\]

where \(R\) is measured in units of \(h/e^2\). Multiplying \(Q\) by a nonzero real constant leaves \(R\) unchanged, so the unit of time is immaterial.

We assume that \(Q\) is nonzero and positive semidefinite. Physically, no combination of incoming channels has a negative delay. This is a genuine condition: unitarity alone allows negative eigenvalues of the energy-derivative matrix.

Under these assumptions,

\[
\frac{1}{2N}\le R\le\frac12 .
\]

The upper value occurs exactly when \(Q\) has rank one, and the lower value exactly when \(Q=\tau\mathbf 1\) for a real \(\tau\). In the low-frequency, zero-temperature mean-field description of such a conductor facing a macroscopic gate, \(R\), with \(Q\) taken at the Fermi energy, is the resistance in series with the capacitance, provided that the internal potential is uniform and a shift of the potential energy acts on \(S\) like an opposite shift of \(E\). The bounds then limit the dissipated power at given capacitance, frequency and voltage amplitude.

## Derivation from the proper delay times

Diagonalising \(Q\) gives \(\operatorname{Tr}Q=\sum_i\tau_i\) and \(\operatorname{Tr}(Q^2)=\sum_i\tau_i^2\). All \(\tau_i\) are nonnegative. If their sum vanished, each would vanish and \(Q\) would be zero. Hence \(T>0\), and the denominator of \(R\) is positive.

For the upper bound, write

\[
T^2-\sum_i\tau_i^2=\sum_i\tau_i(T-\tau_i)\ge0,
\]

since \(0\le\tau_i\le T\). Dividing by \(2T^2\) gives \(R\le1/2\). At equality every term on the right is zero, so each nonzero delay time equals \(T\). At least one is nonzero because \(T>0\). Two of them would already add up to \(2T>T\), so there is exactly one. Conversely, a single nonzero delay time gives \(\sum_i\tau_i^2=T^2\). The rank of a Hermitian matrix is the number of its nonzero eigenvalues, so this condition is rank one.

For the lower bound, expand the spread about the mean:

\[
\begin{aligned}
\sum_i(N\tau_i-T)^2
&=N^2\sum_i\tau_i^2-2NT\sum_i\tau_i+NT^2\\
&=N\Bigl(N\sum_i\tau_i^2-T^2\Bigr).
\end{aligned}
\]

The left side is nonnegative and \(N>0\), so \(T^2\le N\sum_i\tau_i^2\), which is \(R\ge1/(2N)\). At equality every square vanishes and \(\tau_i=T/N\) for all \(i\). A Hermitian matrix with equal eigenvalues is a multiple of the identity. Conversely, \(Q=\tau\mathbf 1\) with \(\tau\ne0\) gives \(R=N\tau^2/(2N^2\tau^2)=1/(2N)\).

If \(Q\) has rank \(r\), only \(r\) delay times are nonzero. The Cauchy–Schwarz inequality for those gives \(T^2\le r\sum_i\tau_i^2\), and hence the sharper bound \(R\ge1/(2r)\). For \(N=1\) the two original bounds coincide, and \(R=1/2\) for every positive delay time.

## The matrix and its resistance in Lean

The channels are the elements of a finite type `n`, and \(N\) is `Fintype.card n`. The matrix `Q` has complex entries.

```lean
import Mathlib

open Matrix Finset
open scoped ComplexOrder

namespace ChargeRelaxation

variable {n : Type*} [Fintype n] [DecidableEq n] {Q : Matrix n n ℂ}
```

The resistance is defined as a real number. It uses the real parts of the traces, which loses nothing for Hermitian `Q`, since both traces are then real.

```lean
/-- The charge relaxation resistance `Tr(Q²) / (2 (Tr Q)²)` of a time-delay matrix `Q`, in units of
`h/e²`, computed from the real parts of the traces. If `Q.trace.re = 0`, Lean's division by zero
gives the value `0`, which has no physical meaning. -/
noncomputable def relaxationResistance (Q : Matrix n n ℂ) : ℝ :=
  (Q * Q).trace.re / (2 * Q.trace.re ^ 2)
```

The definition accepts any complex matrix. The scattering matrix, its energy derivative and the circuit argument leading to this formula are not modelled; the theorems start from `Q` and the hypotheses `hQ : Q.PosSemidef` and `h0 : Q ≠ 0`. The first of these includes Hermiticity.

## Passing to the delay times

The spectral theorem supplies the change of channel basis. The proof takes `U` to be the unitary matrix of eigenvectors and `V` its adjoint, but the statement records only what is needed later: `V * U = 1` and the factorisation of `Q`.

```lean
/-- A Hermitian time-delay matrix is brought to the diagonal matrix of its proper delay times
by an invertible change of channel basis. -/
theorem exists_delay_basis (hQ : Q.IsHermitian) :
    ∃ U V : Matrix n n ℂ, V * U = 1 ∧
      U * diagonal (fun i => (hQ.eigenvalues i : ℂ)) * V = Q := by
  refine ⟨(hQ.eigenvectorUnitary : Matrix n n ℂ),
    star (hQ.eigenvectorUnitary : Matrix n n ℂ),
    Matrix.mem_unitaryGroup_iff'.mp hQ.eigenvectorUnitary.2, ?_⟩
  have h := hQ.spectral_theorem
  rw [Unitary.conjStarAlgAut_apply] at h
  exact h.symm
```

The next theorem turns traces into sums. Cyclicity gives \(\operatorname{Tr}(UDV)=\operatorname{Tr}(VUD)=\operatorname{Tr}D\), which is the local fact `tr`. The fact `sq'` cancels the middle factor \(VU\) in \((UDV)(UDV)\), leaving \(UD^2V\). Applying both to the diagonal matrix of delay times gives the two formulas.

```lean
/-- For Hermitian `Q`, the real parts of the traces of `Q` and `Q²` are the sums of the proper delay
times and of their squares. -/
theorem trace_eq_sum_delays (hQ : Q.IsHermitian) :
    Q.trace.re = ∑ i, hQ.eigenvalues i ∧
      (Q * Q).trace.re = ∑ i, hQ.eigenvalues i ^ 2 := by
  obtain ⟨U, V, hVU, h⟩ := exists_delay_basis hQ
  -- the trace does not depend on the channel basis
  have tr : ∀ D : Matrix n n ℂ, (U * D * V).trace = D.trace := fun D => by
    rw [Matrix.trace_mul_comm, ← mul_assoc, hVU, one_mul]
  have sq' : ∀ D : Matrix n n ℂ, (U * D * V) * (U * D * V) = U * (D * D) * V := fun D => by
    calc (U * D * V) * (U * D * V) = U * D * (V * U) * (D * V) := by simp only [mul_assoc]
      _ = U * (D * D) * V := by rw [hVU, mul_one]; simp only [mul_assoc]
  have h1 := tr (diagonal (fun i => (hQ.eigenvalues i : ℂ)))
  have h2 := sq' (diagonal (fun i => (hQ.eigenvalues i : ℂ)))
  rw [h] at h1 h2
  constructor
  · rw [h1]
    simp [Matrix.trace_diagonal]
  · rw [h2, tr]
    simp [Matrix.diagonal_mul_diagonal, Matrix.trace_diagonal, sq]
```

Equal eigenvalues make the diagonal matrix equal to \(\tau\mathbf 1\). This commutes through the factorisation, and \(UV=\mathbf 1\) leaves `Q` itself as the multiple of the identity.

```lean
/-- If all proper delay times equal `τ`, the time-delay matrix is `τ` times the identity. -/
theorem eq_smul_one_of_equal_delays (hQ : Q.IsHermitian) {τ : ℝ}
    (hτ : ∀ i, hQ.eigenvalues i = τ) : Q = (τ : ℂ) • (1 : Matrix n n ℂ) := by
  obtain ⟨U, V, hVU, h⟩ := exists_delay_basis hQ
  have hD : diagonal (fun i => (hQ.eigenvalues i : ℂ)) = (τ : ℂ) • (1 : Matrix n n ℂ) := by
    simp only [hτ]
    ext i j
    by_cases hij : i = j <;> simp [hij]
  rw [hD, Matrix.mul_smul, mul_one, Matrix.smul_mul, mul_eq_one_comm.mp hVU] at h
  exact h.symm
```

Positivity of \(T\) follows by contradiction, as in the derivation above: a zero sum of nonnegative terms makes every term zero, and the preceding theorem with `τ := 0` then gives \(Q=0\).

```lean
/-- The proper delay times of a nonzero positive semidefinite time-delay matrix have a strictly
positive sum. -/
theorem total_delay_pos (hQ : Q.PosSemidef) (h0 : Q ≠ 0) :
    0 < ∑ i, hQ.isHermitian.eigenvalues i := by
  have hnn : ∀ i ∈ univ, 0 ≤ hQ.isHermitian.eigenvalues i := fun i _ => hQ.eigenvalues_nonneg i
  refine lt_of_le_of_ne (Finset.sum_nonneg hnn) fun h => h0 ?_
  have hz := (Finset.sum_eq_zero_iff_of_nonneg hnn).mp h.symm
  have := eq_smul_one_of_equal_delays hQ.isHermitian (τ := 0) fun i => hz i (mem_univ i)
  rwa [Complex.ofReal_zero, zero_smul] at this
```

## The two inequalities for real numbers

The upper bound is first proved for any nonnegative function `f` on the channels with positive sum. The identity `gap` is the sum \(\sum_i\tau_i(T-\tau_i)\), and `hterm` says that each term is nonnegative. In the equality case, `full` states that every nonzero delay time equals the total. Separating one such channel from the sum then rules out a second. The conclusion is expressed as the existence of an index `i` with `f i ≠ 0` to which every index with a nonzero value must be equal.

```lean
/-- For nonnegative delay times with positive sum, the sum of squares is at most the square of the
sum, with equality exactly when a single delay time is nonzero. -/
theorem sum_sq_le_and_eq_iff {f : n → ℝ} (hf : ∀ i, 0 ≤ f i) (hT : 0 < ∑ i, f i) :
    ∑ i, f i ^ 2 ≤ (∑ i, f i) ^ 2 ∧
      (∑ i, f i ^ 2 = (∑ i, f i) ^ 2 ↔ ∃ i, f i ≠ 0 ∧ ∀ j, f j ≠ 0 → j = i) := by
  have gap : ∑ i, f i * ((∑ j, f j) - f i) = (∑ i, f i) ^ 2 - ∑ i, f i ^ 2 := by
    simp only [mul_sub, Finset.sum_sub_distrib, ← Finset.sum_mul, sq]
  have hterm : ∀ i ∈ univ, 0 ≤ f i * ((∑ j, f j) - f i) := fun i hi =>
    mul_nonneg (hf i) (sub_nonneg.mpr (Finset.single_le_sum (fun j _ => hf j) hi))
  refine ⟨by linarith [Finset.sum_nonneg hterm], fun h => ?_, ?_⟩
  · have hz := (Finset.sum_eq_zero_iff_of_nonneg hterm).mp (by rw [gap, h, sub_self])
    -- every nonzero delay time exhausts the total
    have full : ∀ i, f i ≠ 0 → f i = ∑ j, f j := fun i hi => by
      rcases mul_eq_zero.mp (hz i (mem_univ i)) with h' | h'
      · exact absurd h' hi
      · linarith
    obtain ⟨i, -, hi⟩ := Finset.exists_ne_zero_of_sum_ne_zero hT.ne'
    refine ⟨i, hi, fun j hj => by_contra fun hji => ?_⟩
    have h1 := Finset.add_sum_erase univ f (mem_univ i)
    have h2 : f j ≤ ∑ k ∈ univ.erase i, f k :=
      Finset.single_le_sum (fun k _ => hf k) (Finset.mem_erase.mpr ⟨hji, mem_univ j⟩)
    linarith [full i hi, full j hj]
  · rintro ⟨i, -, hu⟩
    have hz : ∀ j, j ≠ i → f j = 0 := fun j hj => by_contra fun h => hj (hu j h)
    have h1 : ∑ j, f j = f i :=
      Finset.sum_eq_single i (fun j _ hj => hz j hj) (fun h => absurd (mem_univ i) h)
    have h2 : ∑ j, f j ^ 2 = f i ^ 2 :=
      Finset.sum_eq_single i (fun j _ hj => by rw [hz j hj]; norm_num)
        (fun h => absurd (mem_univ i) h)
    rw [h1, h2]
```

The variance identity needs no sign condition on `f`. The proof expands each square, sums the three parts and collects terms.

```lean
omit [DecidableEq n] in
/-- The spread of the delay times about their mean, expressed by their sum `T` and their sum of
squares. -/
theorem delay_variance (f : n → ℝ) {T : ℝ} (hT : ∑ i, f i = T) :
    ∑ i, ((Fintype.card n : ℝ) * f i - T) ^ 2 =
      Fintype.card n * (Fintype.card n * ∑ i, f i ^ 2 - T ^ 2) := by
  have h : ∀ i, ((Fintype.card n : ℝ) * f i - T) ^ 2 =
      (Fintype.card n : ℝ) ^ 2 * f i ^ 2 - 2 * Fintype.card n * T * f i + T ^ 2 :=
    fun i => by ring
  simp only [h, Finset.sum_add_distrib, Finset.sum_sub_distrib, ← Finset.mul_sum,
    Finset.sum_const, Finset.card_univ, nsmul_eq_mul, hT]
  ring
```

## Bounds and equality cases for the matrix

The main theorem has three parts: the pair of bounds, the equivalence of \(R=1/2\) with `Q.rank = 1`, and the equivalence of \(R=1/(2N)\) with `Q` being a real multiple of the identity. In the last part the existential statement asks only for a real `τ`; the hypotheses on `Q` force it to be positive.

The proof replaces the traces by sums using `t1` and `t2`, then clears the positive denominators. The inequalities become `hle` and `hlow`. For the upper equality case, the rank is rewritten as the number of nonzero eigenvalues, and a set with one element is matched with the single nonzero delay time. For the lower one, zero variance gives \(\tau_i=T/N\) for every channel; the converse computes both traces of \(\tau\mathbf 1\) directly. A nonzero matrix requires at least one channel, so \(N>0\) follows without a separate hypothesis.

```lean
/-- For a nonzero positive semidefinite time-delay matrix `Q` on `N` channels, the charge relaxation
resistance lies between `1/(2N)` and `1/2`; it is `1/2` exactly for `Q` of rank one and `1/(2N)`
exactly for `Q` a real multiple of the identity. -/
theorem relaxationResistance_bounds (hQ : Q.PosSemidef) (h0 : Q ≠ 0) :
    (1 / (2 * (Fintype.card n : ℝ)) ≤ relaxationResistance Q ∧ relaxationResistance Q ≤ 1 / 2) ∧
    (relaxationResistance Q = 1 / 2 ↔ Q.rank = 1) ∧
    (relaxationResistance Q = 1 / (2 * (Fintype.card n : ℝ)) ↔
      ∃ τ : ℝ, Q = (τ : ℂ) • (1 : Matrix n n ℂ)) := by
  have hT := total_delay_pos hQ h0
  obtain ⟨t1, t2⟩ := trace_eq_sum_delays hQ.isHermitian
  obtain ⟨hle, heq⟩ := sum_sq_le_and_eq_iff (fun i => hQ.eigenvalues_nonneg i) hT
  have hvar := delay_variance hQ.isHermitian.eigenvalues rfl
  have hc : 0 < (Fintype.card n : ℝ) := by
    obtain ⟨i, -, -⟩ := Finset.exists_ne_zero_of_sum_ne_zero hT.ne'
    exact_mod_cast Fintype.card_pos_iff.mpr ⟨i⟩
  have hlow := nonneg_of_mul_nonneg_right
    (hvar ▸ Finset.sum_nonneg fun i _ => sq_nonneg _) hc
  have hT2 := pow_pos hT 2
  unfold relaxationResistance
  refine ⟨⟨?_, ?_⟩, ?_, ?_⟩
  · rw [t1, t2, div_le_div_iff₀ (by positivity) (by positivity)]
    linarith
  · rw [t1, t2, div_le_div_iff₀ (by positivity) (by norm_num)]
    linarith
  · -- the rank counts the nonzero delay times
    rw [t1, t2, div_eq_div_iff (by positivity) (by norm_num),
      hQ.isHermitian.rank_eq_card_non_zero_eigs, Fintype.card_eq_one_iff]
    constructor
    · intro h
      obtain ⟨i, hi, hu⟩ := heq.mp (by linarith)
      exact ⟨⟨i, hi⟩, fun j => Subtype.ext (hu j.1 j.2)⟩
    · rintro ⟨i, hu⟩
      have := heq.mpr ⟨i.1, i.2, fun j hj => congrArg Subtype.val (hu ⟨j, hj⟩)⟩
      linarith
  · constructor
    · intro h
      rw [t1, t2, div_eq_div_iff (by positivity) (by positivity)] at h
      -- zero variance: all delay times coincide with their mean
      have hz := (Finset.sum_eq_zero_iff_of_nonneg fun i _ => sq_nonneg _).mp
        (hvar.trans (mul_eq_zero_of_right _ (by linarith)))
      refine ⟨(∑ i, hQ.isHermitian.eigenvalues i) / Fintype.card n,
        eq_smul_one_of_equal_delays hQ.isHermitian fun i => ?_⟩
      have hi := pow_eq_zero_iff (two_ne_zero) |>.mp (hz i (mem_univ i))
      rw [eq_div_iff hc.ne']
      linarith
    · rintro ⟨τ, hτ⟩
      have s1 : Q.trace.re = τ * Fintype.card n := by
        rw [hτ]
        simp [Matrix.trace_smul, Matrix.trace_one]
      have s2 : (Q * Q).trace.re = τ * (τ * Fintype.card n) := by
        rw [hτ]
        simp [Matrix.trace_smul, Matrix.trace_one]
      have hτ0 : τ ≠ 0 := by
        rintro rfl
        rw [← t1, s1, zero_mul] at hT
        exact lt_irrefl _ hT
      rw [s1, s2, div_eq_div_iff (by positivity) (by positivity)]
      ring
```

The rank bound restricts the sum to channels of the eigenbasis with nonzero delay. In `key`, Cauchy–Schwarz is applied to this subset, and the sum of squares is then extended back to all indices. The rank is positive because \(T^2>0\).

```lean
/-- For a nonzero positive semidefinite time-delay matrix, the charge relaxation resistance is at
least `1/(2r)`, where `r` is the rank of the time-delay matrix. -/
theorem inv_rank_le_relaxationResistance (hQ : Q.PosSemidef) (h0 : Q ≠ 0) :
    1 / (2 * (Q.rank : ℝ)) ≤ relaxationResistance Q := by
  have hT := total_delay_pos hQ h0
  obtain ⟨t1, t2⟩ := trace_eq_sum_delays hQ.isHermitian
  have hr : Q.rank = (univ.filter fun i => hQ.isHermitian.eigenvalues i ≠ 0).card := by
    rw [hQ.isHermitian.rank_eq_card_non_zero_eigs, Fintype.card_subtype]
  -- Cauchy-Schwarz on the channels with nonzero delay
  have key : (∑ i, hQ.isHermitian.eigenvalues i) ^ 2 ≤
      (Q.rank : ℝ) * ∑ i, hQ.isHermitian.eigenvalues i ^ 2 := by
    rw [hr, ← Finset.sum_filter_ne_zero]
    refine sq_sum_le_card_mul_sum_sq.trans (mul_le_mul_of_nonneg_left ?_ (Nat.cast_nonneg _))
    exact Finset.sum_le_sum_of_subset_of_nonneg (Finset.filter_subset _ _)
      fun i _ _ => sq_nonneg _
  have hpos : 0 < (Q.rank : ℝ) := by
    refine Nat.cast_pos.mpr (Nat.pos_of_ne_zero fun h => ?_)
    rw [h, Nat.cast_zero, zero_mul] at key
    linarith [pow_pos hT 2]
  unfold relaxationResistance
  rw [t1, t2, div_le_div_iff₀ (by positivity) (by positivity)]
  linarith
```

For one channel, the lower bound \(1/(2N)\) is itself \(1/2\), so the two inequalities fix \(R\).

```lean
/-- For a single channel the charge relaxation resistance is `1/2`, whatever the positive delay
time. -/
theorem single_channel_resistance (hQ : Q.PosSemidef) (h0 : Q ≠ 0) (h1 : Fintype.card n = 1) :
    relaxationResistance Q = 1 / 2 := by
  obtain ⟨⟨hl, hu⟩, -⟩ := relaxationResistance_bounds hQ h0
  rw [h1, Nat.cast_one, mul_one] at hl
  exact le_antisymm hu hl

end ChargeRelaxation
```

```lean
#print axioms ChargeRelaxation.relaxationResistance_bounds
#print axioms ChargeRelaxation.inv_rank_le_relaxationResistance
#print axioms ChargeRelaxation.single_channel_resistance
```

```
'ChargeRelaxation.relaxationResistance_bounds' depends on axioms: [propext, Classical.choice, Quot.sound]
'ChargeRelaxation.inv_rank_le_relaxationResistance' depends on axioms: [propext, Classical.choice, Quot.sound]
'ChargeRelaxation.single_channel_resistance' depends on axioms: [propext, Classical.choice, Quot.sound]
```

## Evaluating R from a computed scattering matrix

In a numerical calculation, \(Q\) can be obtained from scattering matrices at neighbouring energies by a central difference,

\[
Q\approx-i\hbar\,S^\dagger(E)\,
\frac{S(E+\delta)-S(E-\delta)}{2\delta},
\]

with a small energy step \(\delta\). The open channels must be the same at all three energies, and the order and phases of the lead modes must be fixed consistently between them; otherwise arbitrary mode phases enter the difference. The finite difference is generally not exactly Hermitian, so one takes its Hermitian part. No diagonalisation is then needed for \(R\): the numerator is \(\operatorname{Tr}(Q^2)=\sum_{i,j}|Q_{ij}|^2\), and the denominator uses only the diagonal entries. A value above \(1/2\) beyond rounding error signals that the computed matrix has a negative eigenvalue. For example, delay times \(2\) and \(-1\) in the same unit give \(R=5/2\). A value within the bounds does not by itself establish positivity.

A different model would take a differentiable family of unitary matrices \(S(E)\) as its starting point and define \(Q\) from it. Hermiticity would then be derived from unitarity, while positivity would still need a physical assumption. The present formulation leaves the origin of \(Q\) open, so it also applies to a delay matrix obtained by differentiating with respect to an internal potential, provided that the matrix is nonzero and positive semidefinite.
